# Strict interlacing when two distinct energies both couple to a third state

An energy level can be defined as a zero of a characteristic polynomial, as an entry in an ordered list of eigenvalues, or as a number \(t\) for which \(Hw=tw\) has a nonzero solution \(w\). The last definition is used here, and the polynomial is derived from it. Levels are therefore counted without multiplicity, and "exactly three levels" means three different numbers.

The system has three orthonormal basis states. Two of them, with energies \(a<b\), are not coupled to each other; the third, with energy \(e\), is coupled to them with real nonzero strengths \(u\) and \(v\). Whatever the value of \(e\), one level lies below \(a\), one strictly between \(a\) and \(b\), and one above \(b\).

```lean
import Mathlib

open Matrix

namespace BorderedLevelInterlacing
```

The first line loads Mathlib, the mathematical library of Lean. Opening `Matrix` makes the notation `*ᵥ` available for a matrix acting on a vector.

## The Hamiltonian and its levels

```lean
/-- The Hamiltonian of two mutually uncoupled states of energies `a` and `b`, coupled with
strengths `u` and `v` to a third state of energy `e`. -/
def coupled (a b e u v : ℝ) : Matrix (Fin 3) (Fin 3) ℝ :=
  !![a, 0, u; 0, b, v; u, v, e]
```

Rows are separated by semicolons, so `coupled a b e u v` is

\[
H=\begin{pmatrix} a&0&u\\ 0&b&v\\ u&v&e\end{pmatrix}.
\]

The type says that \(H\) is a real matrix whose rows and columns are labelled by `Fin 3`, that is, by 0, 1, 2. The basis is assumed orthonormal, so the eigenvalue equation contains no overlap matrix.

```lean
/-- The number `t` is an energy level of `H` if `H w = t w` for some nonzero real vector `w`. -/
def IsLevel (H : Matrix (Fin 3) (Fin 3) ℝ) (t : ℝ) : Prop :=
  ∃ w : Fin 3 → ℝ, w ≠ 0 ∧ H *ᵥ w = t • w
```

A vector is a function `w : Fin 3 → ℝ`, giving one real amplitude per basis state. The definition reads: there is a \(w\neq0\) with \(Hw=tw\). The symbol `•` is multiplication by a number.

```lean
/-- The secular polynomial of the coupled system, as a function of the trial energy `t`. -/
def secular (a b e u v t : ℝ) : ℝ :=
  (t - a) * (t - b) * (t - e) - u ^ 2 * (t - b) - v ^ 2 * (t - a)
```

Call this polynomial \(p(t)\):

\[
p(t)=(t-a)(t-b)(t-e)-u^2(t-b)-v^2(t-a).
\]

At this point it is only a formula. The next theorem ties it to the levels.

```lean
/-- The energy levels of the coupled system are the zeros of the secular polynomial. -/
theorem isLevel_iff (a b e u v t : ℝ) :
    IsLevel (coupled a b e u v) t ↔ secular a b e u v t = 0 := by
  have hM : t • (1 : Matrix (Fin 3) (Fin 3) ℝ) - coupled a b e u v
      = !![t - a, 0, -u; 0, t - b, -v; -u, -v, t - e] := by
    ext i j
    fin_cases i <;> fin_cases j <;> simp [coupled]
  have hdet : (t • (1 : Matrix (Fin 3) (Fin 3) ℝ) - coupled a b e u v).det
      = secular a b e u v t := by
    rw [hM]
    simp [Matrix.det_fin_three]
    unfold secular
    ring
  have key : ∀ w : Fin 3 → ℝ, (t • (1 : Matrix (Fin 3) (Fin 3) ℝ) - coupled a b e u v) *ᵥ w
      = t • w - coupled a b e u v *ᵥ w := by
    intro w
    rw [Matrix.sub_mulVec, Matrix.smul_mulVec, Matrix.one_mulVec]
  -- a nonzero solution exists exactly when the determinant vanishes
  rw [← hdet, ← Matrix.exists_mulVec_eq_zero_iff]
  constructor
  · rintro ⟨w, hw, h⟩
    exact ⟨w, hw, by rw [key, h, sub_self]⟩
  · rintro ⟨w, hw, h⟩
    rw [key] at h
    exact ⟨w, hw, (sub_eq_zero.mp h).symm⟩
```

The statement is that \(t\) is a level if and only if \(p(t)=0\). By hand, \(Hw=tw\) means \((t\,\mathbb 1-H)w=0\), which has a nonzero solution exactly when the determinant vanishes. Expanding along the first row,

\[
\det(t\,\mathbb 1-H)=(t-a)\big[(t-b)(t-e)-v^2\big]-u^2(t-b)=p(t).
\]

In the proof, `hM` writes out the matrix, `hdet` computes the determinant, and `key` moves between the two forms of the eigenvalue equation. The determinant criterion is Mathlib's `Matrix.exists_mulVec_eq_zero_iff`.

## Three distinct levels add up to the trace

```lean
/-- Sum rule: three distinct levels of the coupled system add up to the sum `a + b + e` of the
uncoupled energies. -/
theorem level_sum {a b e u v x y z : ℝ} (hxy : x ≠ y) (hyz : y ≠ z) (hxz : x ≠ z)
    (hx : IsLevel (coupled a b e u v) x) (hy : IsLevel (coupled a b e u v) y)
    (hz : IsLevel (coupled a b e u v) z) : x + y + z = a + b + e := by
  rw [isLevel_iff] at hx hy hz
  unfold secular at hx hy hz
  -- first divided differences of the secular polynomial
  have h1 : x ^ 2 + x * y + y ^ 2 - (a + b + e) * (x + y)
      + (a * b + a * e + b * e - u ^ 2 - v ^ 2) = 0 :=
    mul_left_cancel₀ (sub_ne_zero.mpr hxy) (by linear_combination hx - hy)
  have h2 : y ^ 2 + y * z + z ^ 2 - (a + b + e) * (y + z)
      + (a * b + a * e + b * e - u ^ 2 - v ^ 2) = 0 :=
    mul_left_cancel₀ (sub_ne_zero.mpr hyz) (by linear_combination hy - hz)
  -- second divided difference
  have h3 : x + y + z - (a + b + e) = 0 :=
    mul_left_cancel₀ (sub_ne_zero.mpr hxz) (by linear_combination h1 - h2)
  linarith
```

Put \(S=a+b+e\) and \(Q=ab+ae+be-u^2-v^2\), so that \(p(t)=t^3-St^2+Qt+\text{const}\). For levels \(x\neq y\),

\[
0=p(x)-p(y)=(x-y)\big[x^2+xy+y^2-S(x+y)+Q\big],
\]

and the bracket vanishes. This is `h1`; `h2` is the same for \(y\) and \(z\). Subtracting the two brackets gives

\[
0=(x-z)(x+y+z-S),
\]

hence \(x+y+z=S\), since \(x\neq z\). Each division by a nonzero difference is a use of `mul_left_cancel₀`, and `linear_combination` checks the algebra.

## Signs far below and far above

```lean
/-- For `a < b` the secular polynomial is negative at some energy below `a`. -/
theorem secular_neg_below {a b : ℝ} (hab : a < b) (e u v : ℝ) :
    ∃ t, t < a ∧ secular a b e u v t < 0 := by
  obtain ⟨t, ht⟩ : ∃ t, t = min a e - (u ^ 2 + v ^ 2 + 1) := ⟨_, rfl⟩
  have hu := sq_nonneg u
  have hv := sq_nonneg v
  have h1 : u ^ 2 + v ^ 2 + 1 ≤ a - t := by linarith [min_le_left a e]
  have h2 : 1 ≤ e - t := by linarith [min_le_right a e]
  have h3 := mul_le_mul h1 h2 zero_le_one (by linarith)
  have h4 : 0 < (a - t) * (e - t) - u ^ 2 - v ^ 2 := by linarith
  have h5 : 0 < b - t := by linarith
  refine ⟨t, by linarith, ?_⟩
  unfold secular
  nlinarith [mul_pos h5 h4, mul_nonneg hv (sub_pos.mpr hab).le]
```

The point chosen is \(t=\min(a,e)-(u^2+v^2+1)\). Then \(a-t\ge u^2+v^2+1\) and \(e-t\ge1\), so \((a-t)(e-t)>u^2+v^2\). Rearranged,

\[
p(t)=-(b-t)\big[(a-t)(e-t)-u^2-v^2\big]-v^2(b-a)<0.
\]

The tactic `nlinarith` finishes from the signs of these two products.

```lean
/-- For `a < b` the secular polynomial is positive at some energy above `b`. -/
theorem secular_pos_above {a b : ℝ} (hab : a < b) (e u v : ℝ) :
    ∃ t, b < t ∧ 0 < secular a b e u v t := by
  obtain ⟨t, ht⟩ : ∃ t, t = max b e + (u ^ 2 + v ^ 2 + 1) := ⟨_, rfl⟩
  have hu := sq_nonneg u
  have hv := sq_nonneg v
  have h1 : u ^ 2 + v ^ 2 + 1 ≤ t - b := by linarith [le_max_left b e]
  have h2 : 1 ≤ t - e := by linarith [le_max_right b e]
  have h3 := mul_le_mul h1 h2 zero_le_one (by linarith)
  have h4 : 0 < (t - b) * (t - e) - u ^ 2 - v ^ 2 := by linarith
  have h5 : 0 < t - a := by linarith
  refine ⟨t, by linarith, ?_⟩
  unfold secular
  nlinarith [mul_pos h5 h4, mul_nonneg hu (sub_pos.mpr hab).le]
```

The mirror image uses \(t=\max(b,e)+u^2+v^2+1\), where

\[
p(t)=(t-a)\big[(t-b)(t-e)-u^2-v^2\big]+u^2(b-a)>0.
\]

## One level in each region

```lean
/-- Strict interlacing: if `a < b` and both couplings are nonzero, the coupled system has exactly
three levels, one below `a`, one strictly between `a` and `b`, and one above `b`. -/
theorem strict_interlacing {a b u v : ℝ} (hab : a < b) (hu : u ≠ 0) (hv : v ≠ 0) (e : ℝ) :
    ∃ x y z : ℝ, x < a ∧ a < y ∧ y < b ∧ b < z ∧
      ∀ t, IsLevel (coupled a b e u v) t ↔ t = x ∨ t = y ∨ t = z := by
  have hc : Continuous (secular a b e u v) := by
    show Continuous (fun t : ℝ =>
      (t - a) * (t - b) * (t - e) - u ^ 2 * (t - b) - v ^ 2 * (t - a))
    fun_prop
  have hd : 0 < b - a := sub_pos.mpr hab
  -- signs at the two uncoupled energies
  have ha : 0 < secular a b e u v a := by
    have h : secular a b e u v a = u ^ 2 * (b - a) := by unfold secular; ring
    rw [h]
    positivity
  have hb : secular a b e u v b < 0 := by
    have h : secular a b e u v b = -(v ^ 2 * (b - a)) := by unfold secular; ring
    rw [h]
    exact neg_neg_of_pos (by positivity)
  obtain ⟨l, hl, hl0⟩ := secular_neg_below hab e u v
  obtain ⟨r, hr, hr0⟩ := secular_pos_above hab e u v
  -- one sign change in each of the three regions
  obtain ⟨x, hx, hx0⟩ := intermediate_value_Ioo hl.le hc.continuousOn
    (show (0 : ℝ) ∈ Set.Ioo (secular a b e u v l) (secular a b e u v a) from ⟨hl0, ha⟩)
  obtain ⟨y, hy, hy0⟩ := intermediate_value_Ioo' hab.le hc.continuousOn
    (show (0 : ℝ) ∈ Set.Ioo (secular a b e u v b) (secular a b e u v a) from ⟨hb, ha⟩)
  obtain ⟨z, hz, hz0⟩ := intermediate_value_Ioo hr.le hc.continuousOn
    (show (0 : ℝ) ∈ Set.Ioo (secular a b e u v b) (secular a b e u v r) from ⟨hb, hr0⟩)
  have hxa := hx.2
  have hay := hy.1
  have hyb := hy.2
  have hbz := hz.1
  have lx := (isLevel_iff a b e u v x).mpr hx0
  have ly := (isLevel_iff a b e u v y).mpr hy0
  have lz := (isLevel_iff a b e u v z).mpr hz0
  have hyz : y ≠ z := (hyb.trans hbz).ne
  refine ⟨x, y, z, hxa, hay, hyb, hbz, fun t => ⟨fun ht => ?_, ?_⟩⟩
  · -- the sum rule leaves no room for a fourth level
    by_cases h1 : t = y
    · exact Or.inr (Or.inl h1)
    by_cases h2 : t = z
    · exact Or.inr (Or.inr h2)
    have s1 := level_sum h1 hyz h2 ht ly lz
    have s2 := level_sum (hxa.trans hay).ne hyz (by linarith : x < z).ne lx ly lz
    exact Or.inl (by linarith)
  · rintro (h | h | h)
    · rw [h]; exact lx
    · rw [h]; exact ly
    · rw [h]; exact lz
```

In words: given \(a<b\), \(u\neq0\), \(v\neq0\) and any real \(e\), there are numbers with \(x<a<y<b<z\), and \(t\) is a level exactly when it is one of them.

At the uncoupled energies,

\[
p(a)=u^2(b-a)>0,\qquad p(b)=-v^2(b-a)<0.
\]

With the points \(l<a\) and \(r>b\) from the two preceding theorems, the signs of \(p\) at \(l,a,b,r\) are \(-,+,-,+\). The intermediate value theorem gives a zero in each open interval; the version with a prime handles the decreasing case.

For completeness, let \(t\) be any level. If it differs from \(y\) and \(z\), the sum rule gives \(t+y+z=S=x+y+z\), so \(t=x\).

A small example shows what goes wrong at \(u=0\). Take \(a=0\), \(b=e=v=1\). Then \(p(t)=t^2(t-2)\), and the only levels are 0 and 2: none below \(a\), none between \(a\) and \(b\). If instead \(a=b\), there is no room for a level strictly between them.

Cauchy's interlacing theorem concerns Hermitian matrices of any size and gives weak inequalities; this is a strict version for one real \(3\times3\) family. In a variational calculation of that size with real matrix elements, suppose that two basis functions have given orthonormal eigenfunctions with distinct energies \(a<b\). Adding one normalised function, orthogonal to both eigenfunctions and coupled to each of them, strictly lowers both computed energies: the two lowest new levels satisfy \(x<a\) and \(y<b\).

## When an uncoupled energy survives

```lean
/-- For `a ≠ b`, the uncoupled energy `a` remains a level exactly when its coupling `u` vanishes,
and `b` remains a level exactly when `v` vanishes. -/
theorem bare_level_iff {a b : ℝ} (hab : a ≠ b) (e u v : ℝ) :
    (IsLevel (coupled a b e u v) a ↔ u = 0) ∧ (IsLevel (coupled a b e u v) b ↔ v = 0) := by
  have h1 : secular a b e u v a = u ^ 2 * (b - a) := by unfold secular; ring
  have h2 : secular a b e u v b = v ^ 2 * (a - b) := by unfold secular; ring
  constructor
  · rw [isLevel_iff, h1, mul_eq_zero, or_iff_left (sub_ne_zero.mpr hab.symm),
      pow_eq_zero_iff two_ne_zero]
  · rw [isLevel_iff, h2, mul_eq_zero, or_iff_left (sub_ne_zero.mpr hab),
      pow_eq_zero_iff two_ne_zero]
```

For \(a\neq b\), the energy \(a\) is still a level exactly when \(u=0\), and \(b\) exactly when \(v=0\). Both follow from \(p(a)=u^2(b-a)\) and \(p(b)=v^2(a-b)\), since the second factor is nonzero in each case.

## The eigenvector at a shifted level

```lean
/-- At a level `t` different from `a` and `b`, the vector with amplitudes `u / (t - a)`,
`v / (t - b)` and `1` satisfies the eigenvalue equation of the coupled system with energy `t`. -/
theorem level_eigenvector {a b e u v t : ℝ} (hta : t ≠ a) (htb : t ≠ b)
    (ht : IsLevel (coupled a b e u v) t) :
    coupled a b e u v *ᵥ ![u / (t - a), v / (t - b), 1]
      = t • ![u / (t - a), v / (t - b), 1] := by
  rw [isLevel_iff] at ht
  unfold secular at ht
  have h1 : t - a ≠ 0 := sub_ne_zero.mpr hta
  have h2 : t - b ≠ 0 := sub_ne_zero.mpr htb
  have e1 : (t - a) * (u / (t - a)) = u := by field_simp
  have e2 : (t - b) * (v / (t - b)) = v := by field_simp
  generalize u / (t - a) = p at e1 ⊢
  generalize v / (t - b) = q at e2 ⊢
  -- the third row is the secular equation
  have e3 : u * p + v * q + e = t :=
    mul_left_cancel₀ (mul_ne_zero h1 h2)
      (by linear_combination (t - b) * u * e1 + (t - a) * v * e2 - ht)
  ext i
  fin_cases i
  · simp [coupled, Matrix.mulVec, dotProduct, Fin.sum_univ_succ]
    linear_combination -e1
  · simp [coupled, Matrix.mulVec, dotProduct, Fin.sum_univ_succ]
    linear_combination -e2
  · simp [coupled, Matrix.mulVec, dotProduct, Fin.sum_univ_succ]
    linear_combination e3

end BorderedLevelInterlacing
```

If \(t\) is a level other than \(a\) and \(b\), then \((p_0,q_0,1)\) with \(p_0=u/(t-a)\) and \(q_0=v/(t-b)\) satisfies the eigenvalue equation. The first two rows, \(ap_0+u=tp_0\) and \(bq_0+v=tq_0\), hold by the choice of amplitudes. The third row,

\[
\frac{u^2}{t-a}+\frac{v^2}{t-b}+e=t,
\]

is \(p(t)=0\) divided by \((t-a)(t-b)\); in the code it is `e3`. The vector is nonzero because its last entry is 1, but it is not normalised. The normalised state is

\[
\frac{1}{\sqrt{1+p_0^2+q_0^2}}\,(p_0,\;q_0,\;1),
\]

so the third state carries the weight \(1/(1+p_0^2+q_0^2)\). Under the hypotheses of `strict_interlacing`, all three levels differ from \(a\) and \(b\), and the formula applies to each.

```lean
#print axioms BorderedLevelInterlacing.strict_interlacing
-- 'BorderedLevelInterlacing.strict_interlacing' depends on axioms: [propext, Classical.choice, Quot.sound]
#print axioms BorderedLevelInterlacing.bare_level_iff
-- 'BorderedLevelInterlacing.bare_level_iff' depends on axioms: [propext, Classical.choice, Quot.sound]
#print axioms BorderedLevelInterlacing.level_eigenvector
-- 'BorderedLevelInterlacing.level_eigenvector' depends on axioms: [propext, Classical.choice, Quot.sound]
```
